# A gapped ground state that is also a magnetisation eigenstate stays the unique ground state in weak fields

A: Take Hermitian matrices $H$ and $M$ with a common unit eigenvector $\psi$, where $H\psi=E_0\psi$, $M\psi=\mu\psi$ and $|\mu|\le m$. Suppose every unit $\chi\perp\psi$ has $\langle\chi,H\chi\rangle\ge E_0+g$ and $|\langle\chi,M\chi\rangle|\le m$. If $2|B|m<g$, then $\psi$ is the ground state of $H+BM$, unique up to phase, with energy $E_0+B\mu$.

Q: What does that have to do with spin-density functional theory?

A: Equal ground states have equal charge and spin densities. So in a finite-dimensional model with such a $\psi$, those densities cannot tell one weak field $B$ from another.

In Lean 4 with Mathlib:

```lean
import Mathlib

open Matrix

namespace SpinDFTNonuniqueness

noncomputable section

variable {n : Type*} [Fintype n]
```

Q: How are states and energies represented?

A: A state is a complex vector over a finite basis `n`, and an observable is a square matrix. `weight` is the squared norm $\|x\|^2$.

```lean
/-- The squared norm of a state vector, the sum of the squared moduli of its amplitudes. -/
def weight (x : n → ℂ) : ℝ := ∑ i, Complex.normSq (x i)
```

A: `expVal` is the real part of $\langle x,Ax\rangle$, conjugate-linear on the left. For Hermitian $A$ nothing is lost by taking the real part.

```lean
/-- The real part of `⟨x, A x⟩`; for Hermitian `A` and normalised `x` this is the
expectation value of `A`. -/
def expVal (A : Matrix n n ℂ) (x : n → ℂ) : ℝ := (star x ⬝ᵥ (A *ᵥ x)).re
```

A: The field enters with a plus sign, and $B$ is one real number multiplying a fixed $M$.

```lean
/-- The Hamiltonian `H + B M` of a system whose magnetisation `M` couples to a field `B`. -/
def inField (H M : Matrix n n ℂ) (B : ℝ) : Matrix n n ℂ := H + (B : ℂ) • M
```

Q: Does "unique ground state" mean more than "eigenvector"?

A: Yes. The definition demands that no unit vector has lower energy and that only phase multiples of $\psi$ reach the minimum.

```lean
/-- `ψ` is a normalised eigenvector of `A` with energy `E`, no normalised state has a lower
energy, and only phase multiples of `ψ` reach `E`. -/
def IsUniqueGroundState (A : Matrix n n ℂ) (ψ : n → ℂ) (E : ℝ) : Prop :=
  weight ψ = 1 ∧ A *ᵥ ψ = (E : ℂ) • ψ ∧ ∀ φ, weight φ = 1 →
    E ≤ expVal A φ ∧ (expVal A φ = E → ∃ c : ℂ, ‖c‖ = 1 ∧ φ = c • ψ)
```

Q: And which physics is assumed?

A: Everything in the next structure. `eigM` holds, for instance, when $M$ is conserved and the ground state is nondegenerate. The number $g$ is a lower bound on the excitation gap at zero field, and $m$ limits how strongly any state involved can couple to the field. $H$ may contain interactions, but the gap is a hypothesis, not something derived from them. Noncollinear or position-dependent fields are covered only if they have the form $BM$ with $\psi$ an eigenvector of $M$.

```lean
/-- `ψ` is a normalised common eigenvector of the Hermitian matrices `H` and `M`. Unit states
orthogonal to `ψ` have energy at least `E₀ + g`, and magnetisations are bounded by `m`. -/
structure GappedEigenstate (H M : Matrix n n ℂ) (ψ : n → ℂ) (E₀ μ g m : ℝ) : Prop where
  hermH : H.IsHermitian
  hermM : M.IsHermitian
  unit : weight ψ = 1
  eigH : H *ᵥ ψ = (E₀ : ℂ) • ψ
  eigM : M *ᵥ ψ = (μ : ℂ) • ψ
  boundψ : |μ| ≤ m
  gap : ∀ χ, weight χ = 1 → star ψ ⬝ᵥ χ = 0 → E₀ + g ≤ expVal H χ
  bound : ∀ χ, weight χ = 1 → star ψ ⬝ᵥ χ = 0 → |expVal M χ| ≤ m
```

Q: Show me the argument by hand.

A: Write $A=H+BM$ and $E=E_0+B\mu$, so $A\psi=E\psi$. For a unit vector $\varphi$, set $c=\langle\psi,\varphi\rangle$ and $\chi=\varphi-c\psi$. Then $\chi\perp\psi$ and $|c|^2+\|\chi\|^2=1$. Since $A$ is Hermitian, $\langle\psi,A\chi\rangle=\langle A\psi,\chi\rangle=E\langle\psi,\chi\rangle=0$, and therefore
$$\langle\varphi,A\varphi\rangle=|c|^2E+\langle\chi,A\chi\rangle.$$
The first two lemmas below supply the norm and scaling rules; the third is this splitting.

```lean
/-- The inner product of a state with itself is its squared norm. -/
theorem star_dot_self (x : n → ℂ) : star x ⬝ᵥ x = (weight x : ℂ) := by
  simp only [weight, dotProduct, Complex.ofReal_sum, Pi.star_apply, Complex.star_def,
    Complex.normSq_eq_conj_mul_self]

/-- Multiplying a state by `c` multiplies `expVal` by `|c|²`. -/
theorem expVal_smul (A : Matrix n n ℂ) (c : ℂ) (x : n → ℂ) :
    expVal A (c • x) = Complex.normSq c * expVal A x := by
  simp only [expVal, star_smul, Matrix.mulVec_smul, smul_dotProduct, dotProduct_smul,
    smul_eq_mul]
  generalize star x ⬝ᵥ (A *ᵥ x) = z
  simp only [Complex.star_def, Complex.mul_re, Complex.mul_im, Complex.conj_re,
    Complex.conj_im, Complex.normSq_apply]
  ring

/-- For a normalised eigenvector `ψ` of a Hermitian matrix and `χ` orthogonal to `ψ`, the
energy of `c ψ + χ` has no cross terms. -/
theorem expVal_add {A : Matrix n n ℂ} {ψ χ : n → ℂ} {a : ℝ} (hA : A.IsHermitian)
    (hu : weight ψ = 1) (hψ : A *ᵥ ψ = (a : ℂ) • ψ) (ho : star ψ ⬝ᵥ χ = 0) (c : ℂ) :
    expVal A (c • ψ + χ) = Complex.normSq c * a + expVal A χ := by
  -- Hermiticity lets `A` act to the left on `ψ`
  have h1 : star ψ ⬝ᵥ (A *ᵥ χ) = 0 := by
    have h : star ψ ᵥ* A = star (A *ᵥ ψ) := by rw [Matrix.star_mulVec, hA.eq]
    rw [Matrix.dotProduct_mulVec, h, hψ, star_smul, smul_dotProduct, ho, smul_zero]
  have h2 : star χ ⬝ᵥ ψ = 0 := by rw [Matrix.star_dotProduct, ho, star_zero]
  have h3 : star ψ ⬝ᵥ ψ = 1 := by rw [star_dot_self, hu, Complex.ofReal_one]
  have e : star (c • ψ + χ) ⬝ᵥ (A *ᵥ (c • ψ + χ))
      = star c * c * a + star χ ⬝ᵥ (A *ᵥ χ) := by
    rw [Matrix.mulVec_add, Matrix.mulVec_smul, hψ, star_add, star_smul]
    simp only [add_dotProduct, dotProduct_add, smul_dotProduct, dotProduct_smul, h1, h2, h3,
      smul_eq_mul]
    ring
  unfold expVal
  rw [e]
  simp only [Complex.star_def, Complex.add_re, Complex.mul_re, Complex.mul_im,
    Complex.conj_re, Complex.conj_im, Complex.ofReal_re, Complex.ofReal_im,
    Complex.normSq_apply]
  ring

variable {H M : Matrix n n ℂ} {ψ : n → ℂ} {E₀ μ g m : ℝ}

/-- The common eigenvector stays an eigenvector in the field, with energy `E₀ + B μ`. -/
theorem inField_eigen (h : GappedEigenstate H M ψ E₀ μ g m) (B : ℝ) :
    inField H M B *ᵥ ψ = ((E₀ + B * μ : ℝ) : ℂ) • ψ := by
  rw [inField, Matrix.add_mulVec, Matrix.smul_mulVec, h.eigH, h.eigM]
  push_cast
  module
```

Q: Your bounds are for unit vectors, but $\chi$ is not normalised.

A: If $\chi\ne0$, apply them to $\chi/\|\chi\|$ and multiply by $\|\chi\|^2$:
$$\langle\chi,A\chi\rangle\ge(E_0+g-|B|m)\|\chi\|^2.$$
For $\chi=0$ both sides vanish. The code treats that case first, then rescales by an `r` with $|r|^2\|\chi\|^2=1$.

```lean
/-- In the field, a state `χ` orthogonal to `ψ` has energy at least `E₀ + g - |B| m` per unit
of squared norm. -/
theorem excited_bound (h : GappedEigenstate H M ψ E₀ μ g m) (B : ℝ) {χ : n → ℂ}
    (ho : star ψ ⬝ᵥ χ = 0) :
    (E₀ + g - |B| * m) * weight χ ≤ expVal (inField H M B) χ := by
  rcases eq_or_ne χ 0 with rfl | h0
  · simp [weight, expVal]
  have hN : 0 < weight χ := by
    obtain ⟨i, hi⟩ := Function.ne_iff.mp h0
    exact Finset.sum_pos' (fun j _ => Complex.normSq_nonneg _)
      ⟨i, Finset.mem_univ i, Complex.normSq_pos.mpr hi⟩
  have e : expVal (inField H M B) χ = expVal H χ + B * expVal M χ := by
    simp only [expVal, inField, Matrix.add_mulVec, Matrix.smul_mulVec, dotProduct_add,
      dotProduct_smul, smul_eq_mul, Complex.add_re, Complex.re_ofReal_mul]
  -- normalise `χ` and use the bounds for unit states
  obtain ⟨r, hr⟩ : ∃ r : ℂ, Complex.normSq r * weight χ = 1 :=
    ⟨((√(weight χ))⁻¹ : ℝ), by
      rw [Complex.normSq_ofReal, ← mul_inv, Real.mul_self_sqrt hN.le,
        inv_mul_cancel₀ hN.ne']⟩
  have hu : weight (r • χ) = 1 := by
    rw [← hr]
    simp [weight, Finset.mul_sum]
  have ho' : star ψ ⬝ᵥ (r • χ) = 0 := by rw [dotProduct_smul, ho, smul_zero]
  have h1 := h.gap _ hu ho'
  have h2 := mul_le_mul_of_nonneg_left (h.bound _ hu ho') (abs_nonneg B)
  have h3 := neg_abs_le (B * expVal M (r • χ))
  rw [abs_mul] at h3
  rw [expVal_smul] at h1 h2 h3
  have h4 : E₀ + g - |B| * m ≤ Complex.normSq r * (expVal H χ + B * expVal M χ) := by
    linarith
  have h5 := mul_le_mul_of_nonneg_right h4 hN.le
  rw [e]
  linear_combination h5 + (expVal H χ + B * expVal M χ) * hr
```

A: Now subtract $E=E(|c|^2+\|\chi\|^2)$ and use $B\mu\le|B|m$:
$$\langle\varphi,A\varphi\rangle-E\ge(g-|B|m-B\mu)\|\chi\|^2\ge(g-2|B|m)\|\chi\|^2.$$
In `energy_excess`, `expVal_add` is used twice: with the identity matrix it splits the norm, and with $A$ it splits the energy. The final `linear_combination` adds up the inequalities.

```lean
/-- The energy of a normalised state exceeds `E₀ + B μ` by at least `g - 2 |B| m` times the
squared norm of its component orthogonal to `ψ`. -/
theorem energy_excess (h : GappedEigenstate H M ψ E₀ μ g m) (B : ℝ) {φ : n → ℂ}
    (hφ : weight φ = 1) :
    (g - 2 * |B| * m) * weight (φ - (star ψ ⬝ᵥ φ) • ψ)
      ≤ expVal (inField H M B) φ - (E₀ + B * μ) := by
  classical
  have hA : (inField H M B).IsHermitian := by
    change (H + (B : ℂ) • M)ᴴ = H + (B : ℂ) • M
    rw [Matrix.conjTranspose_add, Matrix.conjTranspose_smul, h.hermH.eq, h.hermM.eq,
      Complex.star_def, Complex.conj_ofReal]
  have ho : star ψ ⬝ᵥ (φ - (star ψ ⬝ᵥ φ) • ψ) = 0 := by
    rw [dotProduct_sub, dotProduct_smul, star_dot_self, h.unit]
    simp
  have one_eq : ∀ x : n → ℂ, expVal 1 x = weight x := fun x => by
    rw [expVal, Matrix.one_mulVec, star_dot_self, Complex.ofReal_re]
  -- split both the norm and the energy of `φ`
  have hw := expVal_add (A := 1) (a := 1) Matrix.isHermitian_one h.unit (by simp) ho
    (star ψ ⬝ᵥ φ)
  have he := expVal_add hA h.unit (inField_eigen h B) ho (star ψ ⬝ᵥ φ)
  rw [add_sub_cancel] at hw he
  rw [one_eq, one_eq, hφ] at hw
  have hb := excited_bound h B ho
  have hμ : B * μ ≤ |B| * m := (le_abs_self _).trans
    (by rw [abs_mul]; exact mul_le_mul_of_nonneg_left h.boundψ (abs_nonneg B))
  have hW : 0 ≤ weight (φ - (star ψ ⬝ᵥ φ) • ψ) :=
    Finset.sum_nonneg fun i _ => Complex.normSq_nonneg _
  have hp := mul_le_mul_of_nonneg_right hμ hW
  rw [he]
  linear_combination hb + hp + (E₀ + B * μ) * hw
```

Q: And uniqueness?

A: The prefactor is positive, so the energy is at least $E$. Equality forces $\|\chi\|^2=0$, hence $\varphi=c\psi$, and normalisation gives $|c|=1$.

```lean
/-- If `2 |B| m < g`, the common eigenvector `ψ` is the ground state of `H + B M`, unique up
to a phase, with energy `E₀ + B μ`. -/
theorem unique_ground_state (h : GappedEigenstate H M ψ E₀ μ g m) {B : ℝ}
    (hB : 2 * |B| * m < g) : IsUniqueGroundState (inField H M B) ψ (E₀ + B * μ) := by
  refine ⟨h.unit, inField_eigen h B, fun φ hφ => ?_⟩
  have hx := energy_excess h B hφ
  have hd : 0 < g - 2 * |B| * m := sub_pos.mpr hB
  have hW : 0 ≤ weight (φ - (star ψ ⬝ᵥ φ) • ψ) :=
    Finset.sum_nonneg fun i _ => Complex.normSq_nonneg _
  refine ⟨by linarith [mul_nonneg hd.le hW], fun heq => ?_⟩
  -- equal energy leaves no component orthogonal to `ψ`
  have hz : weight (φ - (star ψ ⬝ᵥ φ) • ψ) = 0 := by
    refine le_antisymm (not_lt.mp fun hp => ?_) hW
    linarith [mul_pos hd hp]
  have hv : φ = (star ψ ⬝ᵥ φ) • ψ := by
    funext i
    exact sub_eq_zero.mp (Complex.normSq_eq_zero.mp
      ((Finset.sum_eq_zero_iff_of_nonneg fun j _ => Complex.normSq_nonneg _).mp hz i
        (Finset.mem_univ i)))
  refine ⟨star ψ ⬝ᵥ φ, ?_, hv⟩
  have hs : weight ((star ψ ⬝ᵥ φ) • ψ) = Complex.normSq (star ψ ⬝ᵥ φ) * weight ψ := by
    simp [weight, Finset.mul_sum]
  rw [← hv, hφ, h.unit, mul_one, Complex.normSq_eq_norm_sq] at hs
  exact (pow_eq_one_iff_of_nonneg (norm_nonneg _) two_ne_zero).mp hs.symm
```

Q: Two fields might still differ only by a trivial energy shift.

A: Suppose $H+B'M=H+BM+k\mathbf 1$ with $B\ne B'$. Then $M=\frac{k}{B'-B}\mathbf 1$, which is excluded by assuming that $M$ is not a multiple of the identity.

```lean
/-- Two different fields below the threshold have the same unique ground state, although their
Hamiltonians do not differ by a constant, if `M` is not a multiple of the identity. -/
theorem field_not_unique [DecidableEq n] (h : GappedEigenstate H M ψ E₀ μ g m)
    (hM : ∀ k : ℂ, M ≠ k • (1 : Matrix n n ℂ)) {B B' : ℝ} (hne : B ≠ B')
    (hB : 2 * |B| * m < g) (hB' : 2 * |B'| * m < g) :
    IsUniqueGroundState (inField H M B) ψ (E₀ + B * μ) ∧
    IsUniqueGroundState (inField H M B') ψ (E₀ + B' * μ) ∧
    ∀ k : ℂ, inField H M B' ≠ inField H M B + k • (1 : Matrix n n ℂ) := by
  refine ⟨unique_ground_state h hB, unique_ground_state h hB', fun k hk => ?_⟩
  have hd : (B' : ℂ) - B ≠ 0 := sub_ne_zero.mpr (by exact_mod_cast hne.symm)
  have e : ((B' : ℂ) - B) • M = k • (1 : Matrix n n ℂ) := by
    unfold inField at hk
    linear_combination (norm := module) hk
  apply hM (((B' : ℂ) - B)⁻¹ * k)
  rw [mul_smul, ← e, smul_smul, inv_mul_cancel₀ hd, one_smul]
```

Q: Does any interacting spin model satisfy all this?

A: The antiferromagnetic Heisenberg dimer $\sigma_1\cdot\sigma_2$ does, with $M$ the total Pauli $z$ matrix.

```lean
/-- The Heisenberg dimer `σ₁ · σ₂` in the basis `↑↑, ↑↓, ↓↑, ↓↓`. -/
def dimerH : Matrix (Fin 4) (Fin 4) ℂ :=
  !![1, 0, 0, 0; 0, -1, 2, 0; 0, 2, -1, 0; 0, 0, 0, 1]

/-- The total Pauli `z` matrix of two spins in the same basis. -/
def dimerM : Matrix (Fin 4) (Fin 4) ℂ :=
  !![2, 0, 0, 0; 0, 0, 0, 0; 0, 0, 0, 0; 0, 0, 0, -2]

/-- The singlet state `(↑↓ - ↓↑)/√2` of two spins. -/
def singlet : Fin 4 → ℂ := ![0, (√(1 / 2 : ℝ) : ℂ), -(√(1 / 2 : ℝ) : ℂ), 0]
```

A: The singlet has energy $-3$ and $\mu=0$. A vector orthogonal to it has equal middle amplitudes, so its energy is $1$ per unit squared norm, which gives $g=4$. Also $|\langle\chi,M\chi\rangle|=2\,\bigl||\chi_0|^2-|\chi_3|^2\bigr|\le2$, so $m=2$. The condition becomes $|B|<1$. It is sufficient but not necessary here: the lowest triplet level lies at $1-2|B|$, so the singlet remains the unique ground state for all $|B|<2$.

```lean
/-- The singlet of the Heisenberg dimer meets the hypotheses with `E₀ = -3`, `μ = 0`, `g = 4`
and `m = 2`, and the magnetisation is not a multiple of the identity. -/
theorem dimer_witness : GappedEigenstate dimerH dimerM singlet (-3) 0 4 2 ∧
    ∀ k : ℂ, dimerM ≠ k • (1 : Matrix (Fin 4) (Fin 4) ℂ) := by
  have hs : √(1 / 2 : ℝ) * √(1 / 2 : ℝ) = 1 / 2 := Real.mul_self_sqrt (by norm_num)
  unfold singlet
  generalize √(1 / 2 : ℝ) = s at hs ⊢
  have hs0 : (s : ℂ) ≠ 0 := by
    intro h
    have h' : s = 0 := by exact_mod_cast h
    rw [h'] at hs
    norm_num at hs
  have key : ∀ χ : Fin 4 → ℂ,
      star ![0, (s : ℂ), -(s : ℂ), 0] ⬝ᵥ χ = (s : ℂ) * (χ 1 - χ 2) := by
    intro χ
    simp [dotProduct, Fin.sum_univ_four]
    ring
  refine ⟨⟨?_, ?_, ?_, ?_, ?_, by norm_num, ?_, ?_⟩, ?_⟩
  · ext i j
    fin_cases i <;> fin_cases j <;> simp [dimerH]
  · ext i j
    fin_cases i <;> fin_cases j <;> simp [dimerM]
  · simp [weight, Fin.sum_univ_four]
    linarith
  · ext i
    fin_cases i <;> simp [dimerH, Matrix.mulVec, dotProduct, Fin.sum_univ_four] <;> ring
  · ext i
    fin_cases i <;> simp [dimerM, Matrix.mulVec, dotProduct, Fin.sum_univ_four]
  · -- orthogonality to the singlet makes the two middle amplitudes equal
    intro χ hu ho
    rw [key] at ho
    have h12 : χ 1 = χ 2 := sub_eq_zero.mp ((mul_eq_zero.mp ho).resolve_left hs0)
    have e : expVal dimerH χ = weight χ := by
      simp [expVal, weight, dimerH, Matrix.mulVec, dotProduct, Fin.sum_univ_four,
        Complex.normSq_apply, h12]
      ring
    rw [e, hu]
    norm_num
  · intro χ hu _
    have e : expVal dimerM χ = 2 * Complex.normSq (χ 0) - 2 * Complex.normSq (χ 3) := by
      simp [expVal, dimerM, Matrix.mulVec, dotProduct, Fin.sum_univ_four,
        Complex.normSq_apply]
      ring
    simp only [weight, Fin.sum_univ_four] at hu
    have p0 := Complex.normSq_nonneg (χ 0)
    have p1 := Complex.normSq_nonneg (χ 1)
    have p2 := Complex.normSq_nonneg (χ 2)
    have p3 := Complex.normSq_nonneg (χ 3)
    rw [e, abs_le]
    constructor <;> linarith
  · intro k hk
    have h0 : (2 : ℂ) = k := by simpa [dimerM] using congrFun (congrFun hk 0) 0
    have h1 : (0 : ℂ) = k := by simpa [dimerM] using congrFun (congrFun hk 1) 1
    exact two_ne_zero (h0.trans h1.symm)
```

Q: Could the strict inequality be relaxed to $2|B|m\le g$?

A: Not in general. For $B,m>0$ take $H=\mathrm{diag}(0,2Bm)$, $M=\mathrm{diag}(m,-m)$ and $\psi=(1,0)$. In the field both levels have energy $Bm$, so $\psi$ is no longer unique. A particular system may tolerate a stronger field than the bound allows.

```lean
/-- The threshold is sharp: for all positive `B` and `m` a two-level system with gap
`g = 2 B m` meets the hypotheses, but `ψ` is not a unique ground state in the field `B`. -/
theorem threshold_sharp {B m : ℝ} (hB : 0 < B) (hm : 0 < m) :
    GappedEigenstate !![0, 0; 0, ((2 * B * m : ℝ) : ℂ)] !![(m : ℂ), 0; 0, -(m : ℂ)]
      ![1, 0] 0 m (2 * B * m) m ∧ 2 * |B| * m = 2 * B * m ∧
    ∀ E : ℝ, ¬ IsUniqueGroundState
      (inField !![0, 0; 0, ((2 * B * m : ℝ) : ℂ)] !![(m : ℂ), 0; 0, -(m : ℂ)] B)
      ![1, 0] E := by
  have key : ∀ χ : Fin 2 → ℂ, star ![(1 : ℂ), 0] ⬝ᵥ χ = χ 0 := by
    intro χ
    simp [dotProduct, Fin.sum_univ_two]
  refine ⟨⟨?_, ?_, ?_, ?_, ?_, (abs_of_pos hm).le, ?_, ?_⟩, by rw [abs_of_pos hB], ?_⟩
  · ext i j
    fin_cases i <;> fin_cases j <;> simp
  · ext i j
    fin_cases i <;> fin_cases j <;> simp
  · simp [weight, Fin.sum_univ_two]
  · ext i
    fin_cases i <;> simp [Matrix.mulVec, dotProduct, Fin.sum_univ_two]
  · ext i
    fin_cases i <;> simp [Matrix.mulVec, dotProduct, Fin.sum_univ_two]
  · intro χ hu ho
    rw [key] at ho
    have e : expVal !![0, 0; 0, ((2 * B * m : ℝ) : ℂ)] χ = 2 * B * m * weight χ := by
      generalize 2 * B * m = t
      simp [expVal, weight, Matrix.mulVec, dotProduct, Fin.sum_univ_two,
        Complex.normSq_apply, ho]
      ring
    rw [e, hu]
    linarith
  · intro χ hu ho
    rw [key] at ho
    have e : expVal !![(m : ℂ), 0; 0, -(m : ℂ)] χ = -m * weight χ := by
      simp [expVal, weight, Matrix.mulVec, dotProduct, Fin.sum_univ_two,
        Complex.normSq_apply, ho]
      ring
    rw [e, hu, mul_one, abs_neg, abs_of_pos hm]
  · -- at the threshold the second level has the same energy
    rintro E ⟨_, hE, hmin⟩
    have h0 : (B : ℂ) * m = E := by
      simpa [inField, Matrix.mulVec, dotProduct, Fin.sum_univ_two] using congrFun hE 0
    have h0' : B * m = E := by exact_mod_cast h0
    have e : expVal (inField !![0, 0; 0, ((2 * B * m : ℝ) : ℂ)]
        !![(m : ℂ), 0; 0, -(m : ℂ)] B) ![0, 1] = E := by
      rw [← h0']
      simp [expVal, inField, Matrix.mulVec, dotProduct, Fin.sum_univ_two]
      ring
    obtain ⟨c, _, hc⟩ := (hmin ![0, 1] (by simp [weight, Fin.sum_univ_two])).2 e
    have h1 := congrFun hc 1
    simp at h1

end

end SpinDFTNonuniqueness
```

```lean
#print axioms SpinDFTNonuniqueness.unique_ground_state
#print axioms SpinDFTNonuniqueness.field_not_unique
#print axioms SpinDFTNonuniqueness.threshold_sharp
```

```
'SpinDFTNonuniqueness.unique_ground_state' depends on axioms: [propext, Classical.choice, Quot.sound]
'SpinDFTNonuniqueness.field_not_unique' depends on axioms: [propext, Classical.choice, Quot.sound]
'SpinDFTNonuniqueness.threshold_sharp' depends on axioms: [propext, Classical.choice, Quot.sound]
```
